# Reversing all real phase shifts preserves the differential cross section of a finite partial-wave sum

The scattering angle enters through its cosine $t$, and the Legendre polynomials are defined by their three-term recursion, as real polynomials rather than as functions on an interval. An amplitude known for $t\in[-1,1]$ can then be studied through polynomial coefficients.

```lean
import Mathlib

open Finset
open scoped ComplexConjugate

namespace PhaseSignAmbiguity

noncomputable section
```

Write $P_n$ for `legendreP n`. The recursion starts from $P_0=1$ and $P_1=x$.

```lean
/-- The Legendre polynomials, generated by the Bonnet recursion
`(n+2) P_{n+2} = (2n+3) x P_{n+1} - (n+1) P_n`. -/
def legendreP : ℕ → Polynomial ℝ
  | 0 => 1
  | 1 => Polynomial.X
  | n + 2 =>
      Polynomial.C ((2 * (n : ℝ) + 3) / ((n : ℝ) + 2)) * (Polynomial.X * legendreP (n + 1))
        - Polynomial.C (((n : ℝ) + 1) / ((n : ℝ) + 2)) * legendreP n
```

The phases in this text are scattering phase shifts. A real phase $a$ contributes the partial wave $w(a)=e^{ia}\sin a$.

```lean
/-- The partial wave `e^{ia} sin a` belonging to a real phase `a`. -/
def partialWave (a : ℝ) : ℂ :=
  Complex.exp ((a : ℂ) * Complex.I) * (Real.sin a : ℂ)
```

For wave number $k$, highest angular momentum $L$ and phases $d_0,\dots,d_L$, the amplitude is

$$f_d(t)=\frac1k\sum_{l=0}^{L}(2l+1)\,w(d_l)\,P_l(t).$$

In Lean, `d` is a function on all natural numbers, but only its values at $l\le L$ enter; `range (L + 1)` runs over $0,\dots,L$.

```lean
/-- The scattering amplitude with wave number `k` and phases `d 0, ..., d L`,
as a function of the cosine `t` of the scattering angle. -/
def amplitude (k : ℝ) (L : ℕ) (d : ℕ → ℝ) (t : ℝ) : ℂ :=
  ((1 / k : ℝ) : ℂ) * ∑ l ∈ range (L + 1),
    ((2 * (l : ℝ) + 1 : ℝ) : ℂ) * partialWave (d l) * (((legendreP l).eval t : ℝ) : ℂ)
```

The differential cross section is $|f_d(t)|^2$.

```lean
/-- The differential cross section, the squared modulus of the amplitude. -/
def crossSection (k : ℝ) (L : ℕ) (d : ℕ → ℝ) (t : ℝ) : ℝ :=
  ‖amplitude k L d t‖ ^ 2
```

This describes elastic, single-channel scattering of spinless particles by a short-range central potential, with the partial-wave sum cut off at $L$. Real phases express the absence of absorption. The phases are given numbers here; no radial equation is solved for them.

## (a) The top coefficient of a Legendre polynomial

Write $[x^m]P_n$ for the coefficient of $x^m$ in $P_n$. Show that

$$[x^n]P_n>0,\qquad [x^m]P_n=0\quad(m>n).$$

**Solution.** Both claims are clear for $P_0$ and $P_1$. For $m\ge n+2$, the recursion gives

$$[x^m]P_{n+2}=\frac{2n+3}{n+2}[x^{m-1}]P_{n+1}-\frac{n+1}{n+2}[x^m]P_n .$$

The last term vanishes because $m>n$. If $m=n+2$, the first term is a positive number times the top coefficient of $P_{n+1}$. If $m>n+2$, it vanishes too, since $m-1>n+1$. The Lean proof is the same recursion, with `Polynomial.coeff_X_mul` performing the shift from $m$ to $m-1$.

```lean
/-- The Legendre polynomial `P_n` has a positive coefficient at degree `n` and no terms of
higher degree. -/
theorem legendreP_coeff : ∀ n : ℕ,
    0 < (legendreP n).coeff n ∧ ∀ m, n < m → (legendreP n).coeff m = 0
  | 0 => ⟨by simp [legendreP], fun m hm => by
      have h : m ≠ 0 := by omega
      simp [legendreP, Polynomial.coeff_one, h]⟩
  | 1 => ⟨by simp [legendreP], fun m hm => by
      have h : 1 ≠ m := by omega
      simp [legendreP, Polynomial.coeff_X, h]⟩
  | n + 2 => by
      obtain ⟨h1, z1⟩ := legendreP_coeff (n + 1)
      obtain ⟨_, z0⟩ := legendreP_coeff n
      constructor
      · show 0 < (legendreP (n + 2)).coeff ((n + 1) + 1)
        rw [legendreP, Polynomial.coeff_sub, Polynomial.coeff_C_mul, Polynomial.coeff_C_mul,
          Polynomial.coeff_X_mul, z0 ((n + 1) + 1) (by omega), mul_zero, sub_zero]
        exact mul_pos (by positivity) h1
      · intro m hm
        obtain ⟨j, rfl⟩ : ∃ j, m = j + 1 := ⟨m - 1, by omega⟩
        rw [legendreP, Polynomial.coeff_sub, Polynomial.coeff_C_mul, Polynomial.coeff_C_mul,
          Polynomial.coeff_X_mul, z1 j (by omega), z0 (j + 1) (by omega)]
        simp
```

## (b) Real Legendre sums that vanish at every angle

For real $c_l$, show that

$$\sum_{l=0}^{n-1}c_lP_l(t)=0\ \text{ for all }t\in[-1,1]\quad\Longrightarrow\quad c_l=0\ \text{ for all }l<n.$$

**Solution.** Use induction on the number of terms. With no terms there is nothing to show. With $n+1$ terms, the polynomial $\sum_{l=0}^{n}c_lP_l$ has every point of $[-1,1]$ as a root, so it is the zero polynomial. By (a), only its last term reaches degree $n$, hence

$$0=c_n\,[x^n]P_n ,$$

and $c_n=0$. The remaining $n$ terms still sum to zero on the interval, and the induction hypothesis applies to them. In the code, `hp` is the polynomial identity and `hc` the vanishing of the last coefficient.

```lean
/-- A finite real Legendre sum that vanishes at every angle has only zero coefficients. -/
theorem legendre_sum_eq_zero (c : ℕ → ℝ) (n : ℕ)
    (h : ∀ t ∈ Set.Icc (-1 : ℝ) 1, ∑ l ∈ range n, c l * (legendreP l).eval t = 0) :
    ∀ l < n, c l = 0 := by
  induction n with
  | zero => intro l hl; omega
  | succ n ih =>
    -- a polynomial with infinitely many roots is zero
    have hp : ∑ l ∈ range (n + 1), Polynomial.C (c l) * legendreP l = 0 := by
      refine Polynomial.eq_zero_of_infinite_isRoot _
        (Set.Infinite.mono ?_ (Set.Icc_infinite (show (-1 : ℝ) < 1 by norm_num)))
      intro t ht
      show Polynomial.eval t _ = 0
      simp only [Polynomial.eval_finsetSum, Polynomial.eval_mul, Polynomial.eval_C]
      exact h t ht
    -- only the last term reaches degree n
    have hc : c n = 0 := by
      have h1 : (∑ l ∈ range (n + 1), Polynomial.C (c l) * legendreP l).coeff n = 0 := by
        rw [hp, Polynomial.coeff_zero]
      have h2 : ∑ l ∈ range n, (Polynomial.C (c l) * legendreP l).coeff n = 0 :=
        Finset.sum_eq_zero fun l hl => by
          rw [Polynomial.coeff_C_mul, (legendreP_coeff l).2 n (Finset.mem_range.mp hl), mul_zero]
      rw [Polynomial.finsetSum_coeff, Finset.sum_range_succ, h2, zero_add,
        Polynomial.coeff_C_mul] at h1
      exact (mul_eq_zero.mp h1).resolve_right (legendreP_coeff n).1.ne'
    intro l hl
    by_cases e : l = n
    · rw [e, hc]
    · refine ih (fun t ht => ?_) l (by omega)
      have h3 := h t ht
      rwa [Finset.sum_range_succ, hc, zero_mul, add_zero] at h3
```

The proof turns on `Polynomial.eq_zero_of_infinite_isRoot`, which says that a polynomial whose set of roots is infinite is zero. `Set.Icc_infinite` supplies an infinite set, the interval, and `Set.Infinite.mono` passes infinitude to the larger set of all roots. What remains is to check that each $t$ in the interval is a root, which is the hypothesis once evaluation has been moved inside the sum. No orthogonality integral is needed.

## (c) Complex coefficients

Show that for complex $c_l$ as well,

$$\sum_{l=0}^{n-1}c_lP_l(t)=0\ \text{ on }[-1,1]\quad\Longrightarrow\quad c_l=0\quad(l<n).$$

**Solution.** Since $P_l(t)$ is real, the real and imaginary parts of the sum are

$$\sum_{l=0}^{n-1}(\operatorname{Re}c_l)P_l(t)=0,\qquad \sum_{l=0}^{n-1}(\operatorname{Im}c_l)P_l(t)=0 .$$

Apply (b) to each. `Complex.ext` splits the goal in the same way.

```lean
/-- A finite Legendre sum with complex coefficients that vanishes at every angle has only
zero coefficients. -/
theorem legendre_sum_eq_zero_complex (c : ℕ → ℂ) (n : ℕ)
    (h : ∀ t ∈ Set.Icc (-1 : ℝ) 1,
      ∑ l ∈ range n, c l * (((legendreP l).eval t : ℝ) : ℂ) = 0) :
    ∀ l < n, c l = 0 := by
  intro l hl
  apply Complex.ext
  · refine legendre_sum_eq_zero (fun l => (c l).re) n (fun t ht => ?_) l hl
    have h1 := congrArg Complex.re (h t ht)
    simpa only [Complex.re_sum, Complex.re_mul_ofReal, Complex.zero_re] using h1
  · refine legendre_sum_eq_zero (fun l => (c l).im) n (fun t ht => ?_) l hl
    have h1 := congrArg Complex.im (h t ht)
    simpa only [Complex.im_sum, Complex.im_mul_ofReal, Complex.zero_im] using h1
```

## (d) The difference of two partial waves

Show for real $a,b$ that

$$w(a)-w(b)=\sin(a-b)\,e^{i(a+b)} .$$

**Solution.** From $\sin a=(e^{ia}-e^{-ia})/2i$ we get $w(a)=(e^{2ia}-1)/2i$. Therefore

$$w(a)-w(b)=\frac{e^{2ia}-e^{2ib}}{2i}=e^{i(a+b)}\,\frac{e^{i(a-b)}-e^{-i(a-b)}}{2i},$$

and the fraction is $\sin(a-b)$. Lean takes a different route: it expands everything in sines and cosines of $a$ and $b$, and `linear_combination` closes the identity with multiples of $\sin^2+\cos^2=1$.

```lean
/-- The difference of two partial waves is the sine of the phase difference times a pure
phase factor. -/
theorem partialWave_sub (a b : ℝ) :
    partialWave a - partialWave b =
      (Real.sin (a - b) : ℂ) * Complex.exp (((a + b : ℝ) : ℂ) * Complex.I) := by
  have ha := Complex.sin_sq_add_cos_sq (a : ℂ)
  have hb := Complex.sin_sq_add_cos_sq (b : ℂ)
  simp only [partialWave, Complex.ofReal_sin, Complex.ofReal_sub, Complex.ofReal_add,
    Complex.exp_mul_I, Complex.sin_sub, Complex.sin_add, Complex.cos_add]
  linear_combination
    (Complex.sin b * Complex.cos b + Complex.I * Complex.sin b ^ 2) * ha
      - (Complex.sin a * Complex.cos a + Complex.I * Complex.sin a ^ 2) * hb
```

## (e) Reversing one phase

Show that

$$w(-a)=-\overline{w(a)} .$$

**Solution.** The sine is odd and real, so $w(-a)=e^{-ia}\sin(-a)=-e^{-ia}\sin a=-\overline{e^{ia}\sin a}$.

```lean
/-- Reversing a phase turns its partial wave into minus the complex conjugate. -/
theorem partialWave_neg (a : ℝ) : partialWave (-a) = -conj (partialWave a) := by
  simp only [partialWave, map_mul, ← Complex.exp_conj, Complex.conj_ofReal, Complex.conj_I,
    Real.sin_neg, Complex.ofReal_neg, neg_mul, mul_neg]
```

## (f) Reversing every phase

Let $-d$ denote the phases $-d_l$. Show that

$$f_{-d}(t)=-\overline{f_d(t)} .$$

**Solution.** The factors $1/k$, $2l+1$ and $P_l(t)$ are real, so (e) gives

$$f_{-d}(t)=\frac1k\sum_{l=0}^{L}(2l+1)\bigl(-\overline{w(d_l)}\bigr)P_l(t)=-\overline{f_d(t)} .$$

This holds for every real $t$.

```lean
/-- Reversing every phase turns the amplitude into minus its complex conjugate. -/
theorem amplitude_neg (k : ℝ) (L : ℕ) (d : ℕ → ℝ) (t : ℝ) :
    amplitude k L (-d) t = -conj (amplitude k L d t) := by
  simp only [amplitude, Pi.neg_apply, partialWave_neg, map_mul, map_sum, Complex.conj_ofReal,
    mul_neg, neg_mul, Finset.sum_neg_distrib]
```

## (g) When two phase sets give one amplitude

Let $k>0$. Show that

$$f_d=f_{d'}\ \text{ on }[-1,1]\quad\Longleftrightarrow\quad \sin(d_l-d'_l)=0\ \text{ for all }l\le L .$$

**Solution.** Suppose the amplitudes agree. Cancelling $1/k$ and subtracting,

$$\sum_{l=0}^{L}(2l+1)\bigl(w(d_l)-w(d'_l)\bigr)P_l(t)=0\quad\text{on }[-1,1].$$

By (c) each coefficient vanishes, and $2l+1\neq0$, so $w(d_l)=w(d'_l)$. By (d), $\sin(d_l-d'_l)\,e^{i(d_l+d'_l)}=0$, and the exponential is never zero. Conversely, if the sines vanish, (d) makes the partial waves equal, and the sums agree term by term.

The condition says that each pair of phases differs by an integer multiple of $\pi$.

```lean
/-- Two sets of phases give the same amplitude at all angles exactly when, for every `l ≤ L`,
the sine of the phase difference vanishes. -/
theorem amplitude_eq_iff {k : ℝ} (hk : 0 < k) (L : ℕ) (d d' : ℕ → ℝ) :
    (∀ t ∈ Set.Icc (-1 : ℝ) 1, amplitude k L d t = amplitude k L d' t) ↔
      ∀ l ≤ L, Real.sin (d l - d' l) = 0 := by
  constructor
  · intro h l hl
    have hk' : ((1 / k : ℝ) : ℂ) ≠ 0 := Complex.ofReal_ne_zero.mpr (by positivity)
    -- compare the two Legendre expansions term by term
    have h0 := legendre_sum_eq_zero_complex
      (fun l => ((2 * (l : ℝ) + 1 : ℝ) : ℂ) * (partialWave (d l) - partialWave (d' l)))
      (L + 1) (fun t ht => by
        have h1 := mul_left_cancel₀ hk' (h t ht)
        simp only [mul_sub, sub_mul, Finset.sum_sub_distrib]
        exact sub_eq_zero.mpr h1) l (by omega)
    have hw : ((2 * (l : ℝ) + 1 : ℝ) : ℂ) ≠ 0 := Complex.ofReal_ne_zero.mpr (by positivity)
    have h2 := (mul_eq_zero.mp h0).resolve_left hw
    rw [partialWave_sub] at h2
    exact Complex.ofReal_eq_zero.mp ((mul_eq_zero.mp h2).resolve_right (Complex.exp_ne_zero _))
  · intro h t _
    unfold amplitude
    congr 1
    refine Finset.sum_congr rfl fun l hl => ?_
    have hl' : l ≤ L := by
      have := Finset.mem_range.mp hl
      omega
    have h1 : partialWave (d l) = partialWave (d' l) := by
      rw [← sub_eq_zero, partialWave_sub, h l hl', Complex.ofReal_zero, zero_mul]
    rw [h1]
```

## (h) The sign ambiguity

Let $k>0$. Show that $|f_{-d}(t)|^2=|f_d(t)|^2$ for all $t\in[-1,1]$, and that

$$f_d=f_{-d}\ \text{ on }[-1,1]\quad\Longleftrightarrow\quad \sin(2d_l)=0\ \text{ for all }l\le L .$$

**Solution.** By (f), $|f_{-d}(t)|=|-\overline{f_d(t)}|=|f_d(t)|$. For the second claim, put $d'=-d$ in (g); then $d_l-d'_l=2d_l$. The two conjuncts of `sign_ambiguity` are proved in this order.

The two amplitudes coincide only when every $d_l$ with $l\le L$ is an integer multiple of $\pi/2$. For any other phase set, a fit to the differential cross section alone, at one energy and within this finite spinless model, cannot distinguish the phases from their reversal, although the amplitudes differ. The statement concerns this one ambiguity and does not classify all phase sets that share a cross section.

```lean
/-- Sign ambiguity of phase analysis: reversing all phases leaves the differential cross
section unchanged at every angle, while the two amplitudes coincide at all angles exactly when
`sin (2 d_l) = 0` for every `l ≤ L`. -/
theorem sign_ambiguity {k : ℝ} (hk : 0 < k) (L : ℕ) (d : ℕ → ℝ) :
    (∀ t ∈ Set.Icc (-1 : ℝ) 1, crossSection k L (-d) t = crossSection k L d t) ∧
    ((∀ t ∈ Set.Icc (-1 : ℝ) 1, amplitude k L d t = amplitude k L (-d) t) ↔
      ∀ l ≤ L, Real.sin (2 * d l) = 0) := by
  constructor
  · intro t _
    rw [crossSection, crossSection, amplitude_neg, norm_neg, RCLike.norm_conj]
  · rw [amplitude_eq_iff hk]
    -- the phase difference between the two sets is twice the phase
    have h2 : ∀ l, d l - (-d) l = 2 * d l := fun l => by
      rw [Pi.neg_apply]
      ring
    simp only [h2]

end

end PhaseSignAmbiguity
```

```lean
#print axioms PhaseSignAmbiguity.partialWave_neg
#print axioms PhaseSignAmbiguity.sign_ambiguity
```

```
'PhaseSignAmbiguity.partialWave_neg' depends on axioms: [propext, Classical.choice, Quot.sound]
'PhaseSignAmbiguity.sign_ambiguity' depends on axioms: [propext, Classical.choice, Quot.sound]
```
